# The longitudinal double-spin asymmetry of massless tree-level Møller scattering: at least −7/9, with equality only at 90°

The polarisation of an electron beam can be measured by scattering it from electrons of known polarisation and recording how the rate changes when the beam spin is reversed. The difference of the two rates, divided by their sum, is the product of the two polarisations and a factor A that depends on the scattering angle. If A is unknown, the rate change yields no polarisation. If its value at 90° in the centre-of-mass frame is applied to data taken at 60°, the polarisation comes out about a third too small.

This factor is computed here for spins along the beam line, with both polarisations counted along the same direction. The scattering is treated in quantum electrodynamics, with one-photon exchange only and the electron mass neglected:

A = −(1 − c²)(7 + c²)/(3 + c²)²

Here c is the cosine of the centre-of-mass scattering angle, not the speed of light. For |c| < 1 the asymmetry is never below −7/9, and it takes that value only at c = 0.

```lean
import Mathlib

namespace MollerAsymmetry

noncomputable section
```

## Massless kinematics

Let s > 0 be the squared centre-of-mass energy. For massless electrons the squared momentum transfer to the electron detected at the scattering angle is

t = −s(1 − c)/2.

```lean
/-- The Mandelstam variable `t` of massless elastic scattering, with `c` the cosine of the
centre-of-mass scattering angle. -/
def tVar (s c : ℝ) : ℝ := -s * (1 - c) / 2
```

The second electron leaves in the opposite direction, so its variable follows from c → −c:

u = −s(1 + c)/2.

```lean
/-- The Mandelstam variable `u` of massless elastic scattering, with `c` the cosine of the
centre-of-mass scattering angle. -/
def uVar (s c : ℝ) : ℝ := -s * (1 + c) / 2
```

Adding the two gives t + u = −s, which is the massless relation s + t + u = 0. In Lean, `tVar` and `uVar` are real functions of `s` and `c`. The condition |c| < 1 excludes exactly forward and exactly backward scattering, where t or u vanishes and the exchange terms with that variable in the denominator diverge.

## Which amplitudes interfere

A photon vertex conserves the helicity of a massless electron. If both incoming electrons have the same helicity, so do both outgoing ones, and nothing tells which outgoing electron is which. The two exchange diagrams then lead to the same final state and their amplitudes add. With the Fermi sign and the spinor factors included, and a common constant removed, the sum is

M = s/t + s/u.

```lean
/-- The Møller amplitude for two electrons of equal helicity, up to a common constant: the
coherent sum of the `t`- and `u`-channel photon exchanges, for `t` and `u` nonzero. -/
def equalAmp (s t u : ℝ) : ℝ := s / t + s / u
```

The equal-helicity rate, written E below (it is not an energy), is the square:

E = (s/t + s/u)².

```lean
/-- The rate for two electrons of equal helicity, up to a common factor, for `t` and `u` nonzero. -/
def equalRate (s t u : ℝ) : ℝ := equalAmp s t u ^ 2
```

If the incoming helicities are opposite, the electron detected at the given angle may carry either helicity. These are two distinct final states, with amplitudes u/t and t/u, and their rates add without interference:

O = (u/t)² + (t/u)².

```lean
/-- The rate for two electrons of opposite helicity, up to the same common factor as in `equalRate`,
for `t` and `u` nonzero: the amplitudes `u/t` and `t/u` lead to different final helicities, so their
squares add. -/
def oppositeRate (t u : ℝ) : ℝ := (u / t) ^ 2 + (t / u) ^ 2
```

The asymmetry compares the two rates:

A = (O − E)/(O + E).

```lean
/-- The double-spin asymmetry: opposite-helicity rate minus equal-helicity rate, divided by
their sum, for `t` and `u` nonzero. -/
def asymmetry (s t u : ℝ) : ℝ :=
  (oppositeRate t u - equalRate s t u) / (oppositeRate t u + equalRate s t u)
```

The sign convention is opposite minus equal helicity. A common constant in the amplitudes cancels in this ratio. The functions `equalRate`, `oppositeRate` and `asymmetry` accept any real values of the Mandelstam variables; the kinematics enter when `tVar s c` and `uVar s c` are inserted.

The amplitudes are definitions here. That they are the tree-level amplitudes of quantum electrodynamics is not proved in Lean; it is taken from the Feynman rules.

## Beams that are partly polarised

Let P and Q be the spin polarisations of the two electrons along one common axis, the beam line. The populations of spin up and spin down are (1 + P)/2 and (1 − P)/2 for the first electron, and likewise with Q for the second. The electrons move in opposite directions, so parallel spins mean opposite helicities. The probability of parallel spins is

(1 + P)(1 + Q)/4 + (1 − P)(1 − Q)/4 = (1 + PQ)/2,

and that of antiparallel spins is (1 − PQ)/2. The averaged rate is therefore

R = (1 + PQ)/2 · O + (1 − PQ)/2 · E.

```lean
/-- The rate, up to the same common factor as in `equalRate` and `oppositeRate`, for two
counter-moving electrons with spin polarisations `P` and `Q` along one common axis, the beam line,
for `t` and `u` nonzero. Parallel spins are opposite helicities, and each spin state is weighted by
its population. -/
def polarizedRate (P Q s t u : ℝ) : ℝ :=
  ((1 + P) / 2 * ((1 + Q) / 2) + (1 - P) / 2 * ((1 - Q) / 2)) * oppositeRate t u
    + ((1 + P) / 2 * ((1 - Q) / 2) + (1 - P) / 2 * ((1 + Q) / 2)) * equalRate s t u
```

If each polarisation were instead referred to the electron's own momentum, one of the two would change sign, and so would the product PQ.

## The two exchanges combined

Over a common denominator, and with t + u = −s,

s/t + s/u = s(t + u)/(tu) = −s²/(tu).

```lean
/-- For massless kinematics, `s + t + u = 0` with `t` and `u` nonzero, the two photon exchanges
between electrons of equal helicity add up to `-s²/(tu)`. -/
theorem equalAmp_eq {s t u : ℝ} (h : s + t + u = 0) (ht : t ≠ 0) (hu : u ≠ 0) :
    equalAmp s t u = -(s ^ 2 / (t * u)) := by
  have hnum : s * u + t * s = -s ^ 2 := by linear_combination s * h
  rw [equalAmp, div_add_div _ _ ht hu, hnum, neg_div]
```

The square of the coherent sum is thus (s²/(tu))², the form in which the equal-helicity rate is often written. In the proof, `hnum` is the numerator identity, obtained by multiplying s + t + u = 0 by s. The later theorems start from the sum itself and do not call this lemma.

The massless relation is needed for this identity. For electrons of mass m the sum s + t + u is 4m². With m = 1, the values s = 8 and t = u = −2 describe scattering at 90°. They give s/t + s/u = −8, whereas −s²/(tu) = −16.

## Ratios that depend on the angle alone

Inserting t and u, the energy cancels from every ratio:

s/t = −2/(1 − c),  s/u = −2/(1 + c)

u/t = (1 + c)/(1 − c),  t/u = (1 − c)/(1 + c)

```lean
/-- For `s > 0` and `|c| < 1`, the ratios of the Mandelstam variables depend on the scattering
angle alone. -/
theorem mandelstam_ratios {s c : ℝ} (hs : 0 < s) (hc : |c| < 1) :
    s / tVar s c = -2 / (1 - c) ∧ s / uVar s c = -2 / (1 + c) ∧
      uVar s c / tVar s c = (1 + c) / (1 - c) ∧
      tVar s c / uVar s c = (1 - c) / (1 + c) := by
  obtain ⟨hl, hr⟩ := abs_lt.mp hc
  have h1 : 1 - c ≠ 0 := by linarith [sub_pos.mpr hr] |> fun h : 0 < 1 - c => h.ne'
  have h2 : 1 + c ≠ 0 := by
    have h : 0 < 1 + c := by linarith
    exact h.ne'
  have ht : tVar s c ≠ 0 :=
    div_ne_zero (mul_ne_zero (neg_ne_zero.mpr hs.ne') h1) two_ne_zero
  have hu : uVar s c ≠ 0 :=
    div_ne_zero (mul_ne_zero (neg_ne_zero.mpr hs.ne') h2) two_ne_zero
  refine ⟨?_, ?_, ?_, ?_⟩
  · rw [div_eq_div_iff ht h1, tVar]; ring
  · rw [div_eq_div_iff hu h2, uVar]; ring
  · rw [div_eq_div_iff ht h1, tVar, uVar]; ring
  · rw [div_eq_div_iff hu h2, tVar, uVar]; ring
```

The proof first derives from |c| < 1 that 1 − c and 1 + c are nonzero, and with s > 0 that t and u are nonzero as well. Each ratio is then checked by cross-multiplication (`div_eq_div_iff`) and expansion (`ring`).

## Both rates over one denominator

For equal helicities,

s/t + s/u = −2[(1 + c) + (1 − c)]/(1 − c²) = −4/(1 − c²),

E = 16/(1 − c²)².

For opposite helicities,

O = [(1 + c)⁴ + (1 − c)⁴]/(1 − c²)² = (2 + 12c² + 2c⁴)/(1 − c²)²,

because the odd powers of c cancel.

```lean
/-- For `s > 0` and `|c| < 1`, the equal-helicity rate is `16/(1-c²)²` and the opposite-helicity
rate is `(2 + 12c² + 2c⁴)/(1-c²)²`. -/
theorem helicity_rates {s c : ℝ} (hs : 0 < s) (hc : |c| < 1) :
    equalRate s (tVar s c) (uVar s c) = 16 / (1 - c ^ 2) ^ 2 ∧
      oppositeRate (tVar s c) (uVar s c)
        = (2 + 12 * c ^ 2 + 2 * c ^ 4) / (1 - c ^ 2) ^ 2 := by
  obtain ⟨hl, hr⟩ := abs_lt.mp hc
  have h1 : 1 - c ≠ 0 := (sub_pos.mpr hr).ne'
  have h2 : 1 + c ≠ 0 := by
    have h : 0 < 1 + c := by linarith
    exact h.ne'
  have hD : (1 - c ^ 2) ^ 2 ≠ 0 := by
    have h : 1 - c ^ 2 = (1 - c) * (1 + c) := by ring
    rw [h]
    exact pow_ne_zero 2 (mul_ne_zero h1 h2)
  obtain ⟨est, esu, eut, etu⟩ := mandelstam_ratios hs hc
  constructor
  · rw [equalRate, equalAmp, est, esu, div_add_div _ _ h1 h2, div_pow,
      div_eq_div_iff (pow_ne_zero 2 (mul_ne_zero h1 h2)) hD]
    ring
  · rw [oppositeRate, eut, etu, div_pow, div_pow,
      div_add_div _ _ (pow_ne_zero 2 h1) (pow_ne_zero 2 h2),
      div_eq_div_iff (mul_ne_zero (pow_ne_zero 2 h1) (pow_ne_zero 2 h2)) hD]
    ring
```

The theorem `helicity_rates` states both results as a conjunction. Its proof substitutes the four ratios, brings the fractions together with `div_add_div`, and compares numerators after cross-multiplication.

## The closed form of the asymmetry

The denominator (1 − c²)² is common to both rates and cancels in A. What remains is

O − E → 2c⁴ + 12c² − 14 = −2(1 − c²)(7 + c²),

O + E → 2c⁴ + 12c² + 18 = 2(3 + c²)²,

where the arrows mean that the common denominator has been left out. Division gives

A = −(1 − c²)(7 + c²)/(3 + c²)².

```lean
/-- For `s > 0` and `|c| < 1`, the asymmetry is `-(1-c²)(7+c²)/(3+c²)²`. -/
theorem asymmetry_eq {s c : ℝ} (hs : 0 < s) (hc : |c| < 1) :
    asymmetry s (tVar s c) (uVar s c)
      = -((1 - c ^ 2) * (7 + c ^ 2)) / (3 + c ^ 2) ^ 2 := by
  have hD : (1 - c ^ 2) ^ 2 ≠ 0 := by
    have h : c ^ 2 < 1 := (sq_lt_one_iff_abs_lt_one c).mpr hc
    exact pow_ne_zero 2 (sub_pos.mpr h).ne'
  obtain ⟨hE, hO⟩ := helicity_rates hs hc
  -- the common denominator of the two rates cancels
  rw [asymmetry, hE, hO, ← sub_div, ← add_div, div_div_div_cancel_right₀ hD,
    div_eq_div_iff (by positivity) (by positivity)]
  ring
```

The cancellation is the step `div_div_div_cancel_right₀`, which uses 1 − c² ≠ 0. The final `ring` confirms the two factorisations together. The variable s has disappeared from the right-hand side, so in this approximation the asymmetry at a given centre-of-mass angle is the same at every energy.

## Growth away from 90°

Since (3 + c²)² − 16 = c⁴ + 6c² − 7 = −(1 − c²)(7 + c²), the closed form can be written as

A = 1 − 16/(3 + c²)².

Now take a second cosine d with |c| < |d| < 1. Then c² < d², and

(3 + d²)² − (3 + c²)² = (d² − c²)(6 + c² + d²) > 0.

The subtracted fraction is smaller at d than at c, so A is larger at d.

```lean
/-- At fixed `s > 0`, the asymmetry increases strictly with `|c|` on `|c| < 1`. -/
theorem asymmetry_strictMono {s c d : ℝ} (hs : 0 < s) (hcd : |c| < |d|) (hd : |d| < 1) :
    asymmetry s (tVar s c) (uVar s c) < asymmetry s (tVar s d) (uVar s d) := by
  -- the closed form is one minus a decreasing function of the squared cosine
  have key : ∀ x : ℝ, -((1 - x ^ 2) * (7 + x ^ 2)) / (3 + x ^ 2) ^ 2
      = 1 - 16 / (3 + x ^ 2) ^ 2 := by
    intro x
    rw [eq_sub_iff_add_eq, ← add_div, div_eq_one_iff_eq (by positivity)]
    ring
  have hsq : c ^ 2 < d ^ 2 := sq_lt_sq.mpr hcd
  have hpos : 0 < 6 + c ^ 2 + d ^ 2 := by positivity
  have hlt : 16 / (3 + d ^ 2) ^ 2 < 16 / (3 + c ^ 2) ^ 2 :=
    div_lt_div_of_pos_left (by norm_num) (by positivity)
      (by nlinarith [mul_pos (sub_pos.mpr hsq) hpos])
  rw [asymmetry_eq hs (hcd.trans hd), asymmetry_eq hs hd, key, key]
  linarith
```

Despite its name, `asymmetry_strictMono` is a statement about growth with |c|, not with c: the asymmetry takes the same value at c and −c. The local fact `key` is the rewriting of A, and the product passed to `nlinarith` is the factorised difference above.

## The minimum at 90°

At c = 0 the closed form gives A = −7/9. Any other allowed c has |c| > 0, so by the preceding comparison its asymmetry is strictly larger. Hence

A ≥ −7/9, with equality exactly when c = 0.

```lean
/-- For `s > 0` and `|c| < 1`, the Møller asymmetry is `-(1-c²)(7+c²)/(3+c²)²`. It is never
below `-7/9`, and it equals `-7/9` exactly at `c = 0`. -/
theorem moller_asymmetry {s c : ℝ} (hs : 0 < s) (hc : |c| < 1) :
    asymmetry s (tVar s c) (uVar s c)
        = -((1 - c ^ 2) * (7 + c ^ 2)) / (3 + c ^ 2) ^ 2 ∧
      -7 / 9 ≤ asymmetry s (tVar s c) (uVar s c) ∧
      (asymmetry s (tVar s c) (uVar s c) = -7 / 9 ↔ c = 0) := by
  have h0 : asymmetry s (tVar s 0) (uVar s 0) = -7 / 9 := by
    rw [asymmetry_eq hs (by norm_num)]
    norm_num
  refine ⟨asymmetry_eq hs hc, ?_⟩
  by_cases h : c = 0
  · subst h
    exact ⟨h0.ge, fun _ => rfl, fun _ => h0⟩
  · -- away from ninety degrees the asymmetry lies strictly above its value there
    have hlt := asymmetry_strictMono hs (by simpa using h : |(0 : ℝ)| < |c|) hc
    rw [h0] at hlt
    exact ⟨hlt.le, fun e => absurd e hlt.ne', fun e => absurd e h⟩
```

The theorem `moller_asymmetry` says, for every real `s` and `c` with s > 0 and |c| < 1, that the closed form holds, that −7/9 is a lower bound, and that the bound is reached if and only if c = 0. The proof evaluates the asymmetry at zero (`h0`) and then separates the cases c = 0 and c ≠ 0. In the second case the strict inequality supplies the bound and also rules out equality.

In magnitude, then, the asymmetry is largest at 90°, where the equal-helicity rate is 16 and the opposite-helicity rate is 2, in the units used here.

## From a rate change to a polarisation

Regrouping the averaged rate gives

R = (O + E)/2 + PQ (O − E)/2 = (O + E)/2 · (1 + PQ·A).

By the sum computed earlier, (O + E)/2 = ((3 + c²)/(1 − c²))², so

R = ((3 + c²)/(1 − c²))² (1 + PQ·A).

```lean
/-- For `s > 0` and `|c| < 1`, spin polarisations `P` and `Q` along the beam line multiply the
unpolarised rate `((3+c²)/(1-c²))²` by one plus `P Q` times the asymmetry. -/
theorem polarizedRate_eq {s c : ℝ} (P Q : ℝ) (hs : 0 < s) (hc : |c| < 1) :
    polarizedRate P Q s (tVar s c) (uVar s c)
      = ((3 + c ^ 2) / (1 - c ^ 2)) ^ 2
        * (1 + P * Q * asymmetry s (tVar s c) (uVar s c)) := by
  obtain ⟨hE, hO⟩ := helicity_rates hs hc
  have hN : (3 + c ^ 2) ^ 2 ≠ 0 := by positivity
  have hA : asymmetry s (tVar s c) (uVar s c) * (3 + c ^ 2) ^ 2
      = -((1 - c ^ 2) * (7 + c ^ 2)) := by
    rw [asymmetry_eq hs hc, div_mul_cancel₀ _ hN]
  rw [polarizedRate, hE, hO, div_pow]
  linear_combination (-(P * Q) / (1 - c ^ 2) ^ 2) * hA

end

end MollerAsymmetry
```

The first factor is the rate for unpolarised electrons. The identity holds for all real `P` and `Q`; as polarisations they lie between −1 and 1. In the proof, `hA` is the closed form multiplied by (3 + c²)², and `linear_combination` adds the multiple of it that turns one side into the other.

In a measurement the beam polarisation is reversed from P to −P while Q stays fixed. The unpolarised factor cancels from the relative difference of the two rates:

(R(P) − R(−P))/(R(P) + R(−P)) = PQ·A.

Suppose that the target polarisation is Q = 0.08 and that the relative difference at 90° is −0.0448. Then

P = −0.0448/(0.08 · (−7/9)) = 0.72.

At 60° the cosine is c = 1/2 and A = −87/169 ≈ −0.515, so the same beam and target would give a relative difference of about −0.030. Dividing that number by Q times the 90° value of A would return P ≈ 0.48, which is the error described at the start.

For a target at rest, c still refers to the centre-of-mass frame. The boost to that frame runs along the beam line and leaves the spin populations along this axis unchanged. Mass effects, radiative corrections, Z exchange and the binding of target electrons in atoms are absent from the formula.

```lean
#print axioms MollerAsymmetry.equalAmp_eq
-- 'MollerAsymmetry.equalAmp_eq' depends on axioms: [propext, Classical.choice, Quot.sound]
#print axioms MollerAsymmetry.moller_asymmetry
-- 'MollerAsymmetry.moller_asymmetry' depends on axioms: [propext, Classical.choice, Quot.sound]
#print axioms MollerAsymmetry.polarizedRate_eq
-- 'MollerAsymmetry.polarizedRate_eq' depends on axioms: [propext, Classical.choice, Quot.sound]
```
